# Exponential damping gives the divergent RKKY stiffness series a finite limit when κ is not a multiple of 2π

In a shell model with $n^2$ moments at distance $n$ and the long-distance form $\cos(\kappa n)/n^3$ of the RKKY exchange, the spin-wave stiffness series $\sum_n n\cos(\kappa n)$ diverges for every real $\kappa$, but with the factor $e^{-\eta n}$ it converges absolutely for each $\eta>0$. If $\kappa$ is not a multiple of $2\pi$, the damped sum tends to $-1/(4\sin^2(\kappa/2))$ as $\eta$ decreases to zero.

```lean
import Mathlib

open Filter Topology

namespace PajdaDamping

noncomputable section

/-- Long-distance form of the RKKY exchange with the moments on shell `n ≥ 1`, with oscillation wave
number `κ`, in units of the shell spacing and of the coupling strength. -/
def exchange (κ : ℝ) (n : ℕ) : ℝ := Real.cos (κ * n) / (n : ℝ) ^ 3

/-- Contribution of shell `n` to the spin-wave stiffness: shell population `n ^ 2`, times squared
distance `n ^ 2`, times exchange; the shells are `n ≥ 1`, and the term at `n = 0` is zero. -/
def stiffnessTerm (κ : ℝ) (n : ℕ) : ℝ := (n : ℝ) ^ 2 * ((n : ℝ) ^ 2 * exchange κ n)

/-- The stiffness series with the damping factor `exp (-η n)`, for `η > 0`. -/
def dampedStiffness (κ η : ℝ) : ℝ := ∑' n : ℕ, stiffnessTerm κ n * Real.exp (-η * n)

/-- The stiffness contribution of shell `n` is `n cos (κ n)`. -/
theorem stiffnessTerm_eq (κ : ℝ) (n : ℕ) :
    stiffnessTerm κ n = n * Real.cos (κ * n) := by
  unfold stiffnessTerm exchange
  rcases Nat.eq_zero_or_pos n with h | h
  · subst h
    simp
  · have hn : (n : ℝ) ≠ 0 := by exact_mod_cast h.ne'
    field_simp

/-- For every wave number, the undamped stiffness terms do not tend to zero. -/
theorem stiffnessTerm_not_tendsto_zero (κ : ℝ) :
    ¬ Tendsto (stiffnessTerm κ) atTop (𝓝 0) := by
  intro h
  -- the cosines are bounded by the terms, so they would vanish too
  have hc : Tendsto (fun n : ℕ => Real.cos (κ * n)) atTop (𝓝 0) := by
    refine squeeze_zero_norm' ?_ (tendsto_zero_iff_norm_tendsto_zero.1 h)
    filter_upwards [eventually_ge_atTop 1] with n hn
    have h1 : (1 : ℝ) ≤ ‖(n : ℝ)‖ := by
      rw [Real.norm_natCast]
      exact_mod_cast hn
    rw [stiffnessTerm_eq, norm_mul]
    exact le_mul_of_one_le_left (norm_nonneg _) h1
  have hd : Tendsto (fun n : ℕ => 2 * n) atTop atTop :=
    tendsto_atTop_mono (fun n => show n ≤ 2 * n by omega) tendsto_id
  have h2 : Tendsto (fun n : ℕ => Real.cos (κ * ((2 * n : ℕ) : ℝ))) atTop (𝓝 0) :=
    hc.comp hd
  -- the double-angle formula gives the same subsequence the limit -1
  have h3 : Tendsto (fun n : ℕ => Real.cos (κ * ((2 * n : ℕ) : ℝ))) atTop
      (𝓝 (2 * 0 ^ 2 - 1)) := by
    refine (((hc.pow 2).const_mul 2).sub_const 1).congr fun n => ?_
    rw [← Real.cos_two_mul]
    congr 1
    push_cast
    ring
  have h4 := tendsto_nhds_unique h2 h3
  norm_num at h4

/-- The shell-by-shell partial sums of the undamped stiffness have no finite limit. -/
theorem bare_stiffness_diverges (κ L : ℝ) :
    ¬ Tendsto (fun N : ℕ => ∑ n ∈ Finset.range N, stiffnessTerm κ n) atTop (𝓝 L) := by
  intro h
  have hs := (h.comp (tendsto_add_atTop_nat 1)).sub h
  rw [sub_self] at hs
  refine stiffnessTerm_not_tendsto_zero κ (hs.congr fun N => ?_)
  simp [Finset.sum_range_succ]

/-- Real part of `z / (1 - z) ^ 2` for `z = r (c + i s)` with `c ^ 2 + s ^ 2 = 1`, `r ≠ 0` and `C ≠
c`, where `C = (r + 1 / r) / 2`. -/
theorem re_geometric (z : ℂ) (r c s C : ℝ) (hre : z.re = r * c) (him : z.im = r * s)
    (hcs : c ^ 2 + s ^ 2 = 1) (hr : r ≠ 0) (hC : 2 * r * C = 1 + r ^ 2) (hne : C - c ≠ 0) :
    (z / (1 - z) ^ 2).re = (C * c - 1) / (2 * (C - c) ^ 2) := by
  -- w is the complex conjugate of z
  obtain ⟨w, hwr, hwi⟩ : ∃ w : ℂ, w.re = r * c ∧ w.im = -(r * s) := ⟨⟨_, _⟩, rfl, rfl⟩
  have hD : (2 * r * (C - c)) ≠ 0 := mul_ne_zero (mul_ne_zero two_ne_zero hr) hne
  have hprod : (1 - z) * (1 - w) = ((2 * r * (C - c) : ℝ) : ℂ) := by
    apply Complex.ext
    · simp only [Complex.mul_re, Complex.sub_re, Complex.sub_im, Complex.one_re,
        Complex.one_im, Complex.ofReal_re, hre, him, hwr, hwi]
      linear_combination r ^ 2 * hcs - hC
    · simp only [Complex.mul_im, Complex.sub_re, Complex.sub_im, Complex.one_re,
        Complex.one_im, Complex.ofReal_im, hre, him, hwr, hwi]
      ring
  have hprod0 : (1 - z) * (1 - w) ≠ 0 := by
    rw [hprod]
    exact_mod_cast hD
  have hz : 1 - z ≠ 0 := left_ne_zero_of_mul hprod0
  have hw : 1 - w ≠ 0 := right_ne_zero_of_mul hprod0
  have key : z / (1 - z) ^ 2 = z * (1 - w) ^ 2 / (((2 * r * (C - c)) ^ 2 : ℝ) : ℂ) := by
    rw [Complex.ofReal_pow, ← hprod, mul_pow,
      mul_div_mul_right _ _ (pow_ne_zero 2 hw)]
  have hnum : (z * (1 - w) ^ 2).re = 2 * r ^ 2 * (C * c - 1) := by
    simp only [pow_two, Complex.mul_re, Complex.mul_im, Complex.sub_re, Complex.sub_im,
      Complex.one_re, Complex.one_im, hre, him, hwr, hwi]
    linear_combination (r ^ 3 * c - 2 * r ^ 2) * hcs - r * c * hC
  rw [key, Complex.div_ofReal_re, hnum,
    div_eq_div_iff (pow_ne_zero 2 hD) (mul_ne_zero two_ne_zero (pow_ne_zero 2 hne))]
  ring

/-- For every damping `η > 0` the damped stiffness series converges to an explicit function of
`cosh η` and `cos κ`. -/
theorem damped_hasSum (κ : ℝ) {η : ℝ} (hη : 0 < η) :
    HasSum (fun n : ℕ => stiffnessTerm κ n * Real.exp (-η * n))
      ((Real.cosh η * Real.cos κ - 1) / (2 * (Real.cosh η - Real.cos κ) ^ 2)) := by
  obtain ⟨z, hz⟩ : ∃ z : ℂ, z = Complex.exp ⟨-η, κ⟩ := ⟨_, rfl⟩
  have hzr : z.re = Real.exp (-η) * Real.cos κ := by
    rw [hz]
    exact Complex.exp_re ⟨-η, κ⟩
  have hzi : z.im = Real.exp (-η) * Real.sin κ := by
    rw [hz]
    exact Complex.exp_im ⟨-η, κ⟩
  have hnorm : ‖z‖ < 1 := by
    have hneg : -η < 0 := by linarith
    rw [hz, Complex.norm_exp]
    exact Real.exp_lt_one_iff.2 hneg
  have hsum : HasSum (fun n : ℕ => ((n : ℂ) * z ^ n).re) (z / (1 - z) ^ 2).re := by
    simpa only [Complex.reCLM_apply] using
      Complex.reCLM.hasSum (hasSum_coe_mul_geometric_of_norm_lt_one hnorm)
  have he : Real.exp η * Real.exp (-η) = 1 := by
    rw [← Real.exp_add, add_neg_cancel, Real.exp_zero]
  have hC : 2 * Real.exp (-η) * Real.cosh η = 1 + Real.exp (-η) ^ 2 := by
    rw [Real.cosh_eq]
    linear_combination he
  have hne : Real.cosh η - Real.cos κ ≠ 0 := by
    have h1 := Real.one_lt_cosh.2 hη.ne'
    have h2 := Real.cos_le_one κ
    have h3 : 0 < Real.cosh η - Real.cos κ := by linarith
    exact h3.ne'
  rw [re_geometric z (Real.exp (-η)) (Real.cos κ) (Real.sin κ) (Real.cosh η) hzr hzi
    (Real.cos_sq_add_sin_sq κ) (Real.exp_ne_zero _) hC hne] at hsum
  -- each damped term is the real part of n z ^ n
  have hfun : (fun n : ℕ => stiffnessTerm κ n * Real.exp (-η * n))
      = fun n : ℕ => ((n : ℂ) * z ^ n).re := by
    funext n
    rw [stiffnessTerm_eq, hz, ← Complex.exp_nat_mul]
    simp only [Complex.mul_re, Complex.mul_im, Complex.exp_re,
      Complex.natCast_re, Complex.natCast_im, zero_mul, sub_zero, add_zero]
    rw [mul_comm κ (n : ℝ), mul_comm (-η) (n : ℝ)]
    ring
  rw [hfun]
  exact hsum

/-- If `κ` is not a multiple of `2π`, the undamped stiffness series diverges, the damped one
converges absolutely for every `η > 0`, and its sum tends to `-1 / (4 sin² (κ / 2))` as `η`
decreases to zero. -/
theorem pajda_damping (κ : ℝ) (hκ : ∀ m : ℤ, κ ≠ m * (2 * Real.pi)) :
    (∀ L : ℝ, ¬ Tendsto (fun N : ℕ => ∑ n ∈ Finset.range N, stiffnessTerm κ n)
      atTop (𝓝 L)) ∧
    (∀ η : ℝ, 0 < η → Summable fun n : ℕ => |stiffnessTerm κ n * Real.exp (-η * n)|) ∧
    Tendsto (dampedStiffness κ) (𝓝[>] 0) (𝓝 (-1 / (4 * Real.sin (κ / 2) ^ 2))) := by
  refine ⟨bare_stiffness_diverges κ, fun η hη => (damped_hasSum κ hη).summable.abs, ?_⟩
  have hc : 1 - Real.cos κ ≠ 0 := by
    intro h
    obtain ⟨m, hm⟩ := (Real.cos_eq_one_iff κ).1 (by linarith)
    exact hκ m hm.symm
  have hs : 4 * Real.sin (κ / 2) ^ 2 = 2 * (1 - Real.cos κ) := by
    have h1 := Real.cos_two_mul (κ / 2)
    rw [mul_div_cancel₀ κ (two_ne_zero' ℝ)] at h1
    linear_combination 4 * Real.sin_sq_add_cos_sq (κ / 2) + 2 * h1
  have hval : -1 / (4 * Real.sin (κ / 2) ^ 2)
      = (1 * Real.cos κ - 1) / (2 * (1 - Real.cos κ) ^ 2) := by
    rw [hs, div_eq_div_iff (mul_ne_zero two_ne_zero hc)
      (mul_ne_zero two_ne_zero (pow_ne_zero 2 hc))]
    ring
  -- the closed form is continuous at zero damping
  have hcosh : Tendsto Real.cosh (𝓝[>] 0) (𝓝 1) := by
    have h := Real.continuous_cosh.tendsto 0
    rw [Real.cosh_zero] at h
    exact h.mono_left nhdsWithin_le_nhds
  rw [hval]
  refine (((hcosh.mul_const _).sub_const 1).div (((hcosh.sub_const _).pow 2).const_mul 2)
    (mul_ne_zero two_ne_zero (pow_ne_zero 2 hc))).congr' ?_
  filter_upwards [self_mem_nhdsWithin] with η hη
  exact (damped_hasSum κ hη).tsum_eq.symm

/-- If `κ` is a multiple of `2π`, the damped stiffness grows without bound as the damping is
removed. -/
theorem resonant_stiffness_diverges (m : ℤ) :
    Tendsto (dampedStiffness (m * (2 * Real.pi))) (𝓝[>] 0) atTop := by
  have hlim : Tendsto (fun η : ℝ => 2 * (Real.cosh η - 1)) (𝓝[>] 0) (𝓝[>] 0) := by
    refine tendsto_nhdsWithin_iff.2 ⟨?_, ?_⟩
    · have h := ((Real.continuous_cosh.tendsto 0).sub_const 1).const_mul 2
      rw [Real.cosh_zero, sub_self, mul_zero] at h
      exact h.mono_left nhdsWithin_le_nhds
    · filter_upwards [self_mem_nhdsWithin] with η hη
      have h1 := Real.one_lt_cosh.2 (ne_of_gt hη)
      exact Set.mem_Ioi.2 (by linarith)
  refine (tendsto_inv_nhdsGT_zero.comp hlim).congr' ?_
  filter_upwards [self_mem_nhdsWithin] with η hη
  have h1 : Real.cosh η - 1 ≠ 0 := (sub_pos.2 (Real.one_lt_cosh.2 (ne_of_gt hη))).ne'
  have h2 := (damped_hasSum (m * (2 * Real.pi)) hη).tsum_eq
  rw [Real.cos_int_mul_two_pi, mul_one] at h2
  rw [dampedStiffness, h2, Function.comp_apply, inv_eq_one_div,
    div_eq_div_iff (mul_ne_zero two_ne_zero h1) (mul_ne_zero two_ne_zero (pow_ne_zero 2 h1))]
  ring

end

end PajdaDamping
```

```lean
#print axioms PajdaDamping.pajda_damping
-- 'PajdaDamping.pajda_damping' depends on axioms: [propext, Classical.choice, Quot.sound]
#print axioms PajdaDamping.resonant_stiffness_diverges
-- 'PajdaDamping.resonant_stiffness_diverges' depends on axioms: [propext, Classical.choice, Quot.sound]
```

## The shell model in the definitions

The spin-wave stiffness of a cubic ferromagnet with one moment per primitive cell and pair exchange $J(R)$ is, up to a prefactor, the sum of $R^2J(R)$ over all neighbours of one site. Here the neighbours sit on shells $n=1,2,\dots$ at distance $n$, in units of the shell spacing.

- `exchange κ n` is $\cos(\kappa n)/n^3$, the long-distance RKKY form in units of the coupling strength. For a spherical Fermi surface that is the same for both spin directions, $\kappa$ is $2k_F$ times the shell spacing.
- `stiffnessTerm κ n` multiplies this by the squared distance $n^2$ and by a shell population $n^2$. The population stands for the growth of a spherical surface; shells of a real three-dimensional lattice are filled irregularly and are not equally spaced.
- `dampedStiffness κ η` is the infinite sum of these terms times $e^{-\eta n}$. The damping is a convergence factor put in by hand, not derived from the electrons.

The sums start at $n=0$, where the term is zero.

## What is proved for which κ

`pajda_damping` assumes `hκ`, that $\kappa\neq 2\pi m$ for every integer $m$, and has three parts. The partial sums of the undamped series approach no real number $L$; the absolute values of the damped terms are summable for every $\eta>0$; and the damped sum has the stated limit, where `𝓝[>] 0` means that $\eta$ approaches zero through positive values. The limit is a negative number: with ferromagnetic exchange counted as positive, it stands for a positive stiffness only if the coupling strength, which is the unit here, is negative.

Only the third part needs `hκ`. When $\kappa=2\pi m$, $\cos(\kappa n)=1$ on every shell, so all contributions are positive, and `resonant_stiffness_diverges` shows that the damped sum grows to $+\infty$.

In electronic-structure work, stiffnesses computed from real-space exchange parameters can be damped in this way and extrapolated to $\eta=0$; for this idealised shell model the theorem gives the exact value of that limit. All shells are summed first and $\eta$ is sent to zero afterwards, so errors from a finite cut-off or from a fit in $\eta$ are not treated.

## Why the undamped series diverges

For $n\ge1$ the powers combine to
$$n^2\cdot n^2\cdot\frac{\cos(\kappa n)}{n^3}=n\cos(\kappa n).$$

Suppose these terms tended to zero. Since $|\cos(\kappa n)|\le|n\cos(\kappa n)|$ for $n\ge1$, we would have $\cos(\kappa n)\to0$, and the subsequence $\cos(2\kappa n)$ would tend to zero as well. But
$$\cos(2\kappa n)=2\cos^2(\kappa n)-1\to-1,$$
a contradiction.

Let $S_N$ be the sum of the terms with $n<N$. If $S_N\to L$, then $S_{N+1}-S_N=N\cos(\kappa N)\to0$, which has just been excluded.

## The damped sum in closed form

Put $z=e^{-\eta+i\kappa}$, so that $|z|=e^{-\eta}<1$ and $\operatorname{Re}(nz^n)=n\cos(\kappa n)\,e^{-\eta n}$. These terms are bounded in absolute value by $n|z|^n$, which gives absolute convergence. Applying $z\,d/dz$ to $\sum_n z^n=1/(1-z)$ gives
$$\sum_n nz^n=\frac{z}{(1-z)^2}.$$

Write $r=e^{-\eta}$, $c=\cos\kappa$ and $C=\cosh\eta$, so that $2rC=1+r^2$. Then
$$(1-z)(1-\bar z)=1-2rc+r^2=2r(C-c),$$
which is positive because $C>1\ge c$. Multiplying numerator and denominator by $(1-\bar z)^2$ makes the denominator $4r^2(C-c)^2$. The numerator has real part
$$\operatorname{Re}\,z(1-\bar z)^2=rc-2r^2+r^3c=rc(1+r^2)-2r^2=2r^2(Cc-1).$$
Hence
$$\sum_n n\cos(\kappa n)\,e^{-\eta n}=\frac{\cosh\eta\cos\kappa-1}{2(\cosh\eta-\cos\kappa)^2}.$$

As $\eta\to0^+$, $\cosh\eta\to1$. If $\cos\kappa\neq1$, the limit is
$$\frac{\cos\kappa-1}{2(1-\cos\kappa)^2}=-\frac{1}{2(1-\cos\kappa)}=-\frac{1}{4\sin^2(\kappa/2)}.$$
If $\cos\kappa=1$, the closed form is $1/(2(\cosh\eta-1))$, which tends to $+\infty$.

## How the Lean proof follows these steps

`stiffnessTerm_eq` cancels the powers, treating $n=0$ separately. In `stiffnessTerm_not_tendsto_zero`, `squeeze_zero_norm'` passes from the terms to the cosines; `h2` and `h3` give the same subsequence the limits $0$ and $-1$, and uniqueness of limits ends the argument. `bare_stiffness_diverges` subtracts the partial sums from their shifted copy.

`re_geometric` is the conjugate-factor computation, with $s=\sin\kappa$ and `w` playing the part of $\bar z$. Its step `hprod` is the product $(1-z)(1-\bar z)$, and `hnum` is the real part of the numerator; `linear_combination` reduces both to $c^2+s^2=1$ and $2rC=1+r^2$.

`damped_hasSum` takes the sum of $nz^n$ from Mathlib, passes to real parts with the continuous linear map `Complex.reCLM`, and inserts `re_geometric`. The step `hfun` identifies the resulting terms with the damped stiffness terms.

In `pajda_damping`, absolute convergence follows from `damped_hasSum`, since `Summable` in Mathlib means convergence regardless of the order of the terms, which for real terms is the same as absolute convergence. The hypothesis `hκ` enters through `hc`, which says $1-\cos\kappa\ne0$ and so allows the limit of the quotient to be taken; `hval` rewrites that limit with the half-angle formula. `resonant_stiffness_diverges` shows that $2(\cosh\eta-1)$ tends to zero through positive values and then takes the reciprocal.
